# For a positive density on a finite grid, any two strictly positive self-consistent sets of stockholder proatoms have the same sum

Iterated stockholder partitioning divides a molecular density among atoms in proportion to spherical proatoms, each of which must equal the spherical average of its own share. On a finite grid, "spherical average" needs a meaning. Here each atom labels the grid points, a shell is the set of points with one label, and all points in it have equal weight. No geometry enters, so the labelling may be any partition. Passing from these averages to integrals over continuous spheres is the step to a real molecule that the hypotheses leave open.

The types `G`, `A` and `S` hold the grid points, the atoms and the shell labels; `G` and `A` are finite.

In Lean 4 with Mathlib:

```lean
import Mathlib

open Finset

namespace IteratedStockholder

noncomputable section

variable {G A S : Type*} [Fintype G] [Fintype A] [DecidableEq S]
```

For atom \(a\), write \(n_a(x)\) for the number of points in the shell containing \(x\). The shell average is

\[ \langle f\rangle_a(x)=\frac1{n_a(x)}\sum_{y\,:\,\mathrm{sh}_a(y)=\mathrm{sh}_a(x)} f(y). \]

```lean
/-- The average of `f` over the shell containing the grid point `x`; a shell is the set of
grid points that carry the same label `l`. -/
def shellAvg (l : G → S) (f : G → ℝ) (x : G) : ℝ :=
  (∑ y ∈ univ.filter (fun y => l y = l x), f y) /
    ((univ.filter (fun y => l y = l x)).card : ℝ)
```

Proatoms \(r_a\) are strictly positive and constant on the shells of their own atom; they need not be constant on those of other atoms.

```lean
/-- A family of proatoms: each `r a` is positive and constant on the shells of atom `a`. -/
structure IsProatomFamily (sh : A → G → S) (r : A → G → ℝ) : Prop where
  pos : ∀ a x, 0 < r a x
  const : ∀ a x y, sh a x = sh a y → r a x = r a y
```

Their sum is the promolecular density \(R(x)=\sum_a r_a(x)\).

```lean
/-- The promolecular density, the sum of all proatoms. -/
def promolecule (r : A → G → ℝ) (x : G) : ℝ := ∑ a, r a x
```

The stockholder atom is the share \(\rho\, r_a/R\) of the molecular density \(\rho\).

```lean
/-- The stockholder atom `a`: its share `r a / ∑ b, r b` of the density `ρ`, for proatoms
whose sum is nonzero. -/
def stockholder (ρ : G → ℝ) (r : A → G → ℝ) (a : A) (x : G) : ℝ :=
  ρ x * r a x / promolecule r x
```

Self-consistency is the fixed-point condition \(r_a=\langle \rho\, r_a/R\rangle_a\) for every \(a\). It describes a converged solution; whether one exists, and whether an iteration reaches it, is a separate matter.

```lean
/-- Self-consistency: each proatom is the shell average of its own stockholder atom. -/
def SelfConsistent (sh : A → G → S) (ρ : G → ℝ) (r : A → G → ℝ) : Prop :=
  IsProatomFamily sh r ∧ ∀ a x, r a x = shellAvg (sh a) (stockholder ρ r a) x
```

## Shell averages under a grid sum

If \(d\) is constant on the shells of \(a\), exchanging the two sums gives

\[ \sum_x d(x)\langle f\rangle_a(x)=\sum_y\ \sum_{x\,:\,\mathrm{sh}_a(x)=\mathrm{sh}_a(y)}\frac{d(y)f(y)}{n_a(y)}=\sum_y d(y)f(y), \]

because the inner sum has \(n_a(y)\) equal terms. In the proof, `h1` writes the double sum, `Finset.sum_comm` exchanges the order, and the count cancels the denominator.

```lean
/-- Summed over the grid against a shell-constant function `d`, a function and its shell
average give the same value. -/
theorem sum_mul_shellAvg (l : G → S) (d f : G → ℝ)
    (hd : ∀ x y, l x = l y → d x = d y) :
    ∑ x, d x * shellAvg l f x = ∑ x, d x * f x := by
  -- write the average as a double sum over pairs of points in a common shell
  have h1 : ∀ x, d x * shellAvg l f x = ∑ y, if l x = l y then
      d y * f y / ((univ.filter (fun z => l z = l y)).card : ℝ) else 0 := by
    intro x
    unfold shellAvg
    rw [Finset.sum_filter, Finset.sum_div, Finset.mul_sum]
    refine Finset.sum_congr rfl fun y _ => ?_
    by_cases h : l y = l x
    · rw [if_pos h, if_pos h.symm, hd y x h, h]
      ring
    · rw [if_neg h, if_neg (Ne.symm h)]
      simp
  rw [Finset.sum_congr rfl fun x _ => h1 x, Finset.sum_comm]
  -- each point is now counted once for every member of its shell
  refine Finset.sum_congr rfl fun y _ => ?_
  have hn : ((univ.filter (fun z => l z = l y)).card : ℝ) ≠ 0 :=
    Nat.cast_ne_zero.2 (Finset.card_ne_zero.2 ⟨y, by simp⟩)
  rw [← Finset.sum_filter, Finset.sum_const, nsmul_eq_mul]
  field_simp
```

## Self-consistency as a condition on the promolecule

Since \(r_a\) is constant on the shell, it leaves the average:

\[ \langle \rho\, r_a/R\rangle_a=r_a\,\langle\rho/R\rangle_a . \]

Dividing by \(r_a>0\) turns self-consistency into \(\langle\rho/R\rangle_a=1\) for every atom and shell. The step `key` is the displayed identity.

It would be wrong to take \(R\) out of the average as well and conclude that \(R=\langle\rho\rangle_a\): \(R\) contains the other proatoms, which need not be constant on the shells of \(a\).

```lean
/-- A proatom family is self-consistent exactly when the ratio of the density to the
promolecular density has average one on every shell of every atom. -/
theorem selfConsistent_iff {sh : A → G → S} {ρ : G → ℝ} {r : A → G → ℝ}
    (hr : IsProatomFamily sh r) :
    SelfConsistent sh ρ r ↔
      ∀ a x, shellAvg (sh a) (fun y => ρ y / promolecule r y) x = 1 := by
  -- the proatom is constant on the shell and leaves the average
  have key : ∀ a x, shellAvg (sh a) (stockholder ρ r a) x =
      r a x * shellAvg (sh a) (fun y => ρ y / promolecule r y) x := by
    intro a x
    unfold shellAvg
    rw [← mul_div_assoc, Finset.mul_sum]
    congr 1
    refine Finset.sum_congr rfl fun y hy => ?_
    have h := hr.const a y x (Finset.mem_filter.1 hy).2
    simp only [stockholder, h]
    ring
  constructor
  · intro h a x
    have h1 := h.2 a x
    rw [key] at h1
    exact mul_left_cancel₀ (hr.pos a x).ne' (by rw [mul_one]; exact h1.symm)
  · intro h
    exact ⟨hr, fun a x => by rw [key, h a x, mul_one]⟩
```

Now let \(q\) be any proatom family for the same shells, with promolecule \(Q\). The two previous results give

\[ \sum_x q_a\frac{\rho}{R}=\sum_x q_a\Big\langle\frac{\rho}{R}\Big\rangle_a=\sum_x q_a, \]

and summing over \(a\) yields \(\sum_x Q\rho/R=\sum_x Q\). Only \(r\) has to be self-consistent.

```lean
/-- If `r` is self-consistent, weighting the promolecule of any proatom family `q` by the
ratio of `ρ` to the promolecule of `r` leaves its grid sum unchanged. -/
theorem sum_promolecule_mul_ratio {sh : A → G → S} {ρ : G → ℝ} {r q : A → G → ℝ}
    (hr : SelfConsistent sh ρ r) (hq : IsProatomFamily sh q) :
    ∑ x, promolecule q x * (ρ x / promolecule r x) = ∑ x, promolecule q x := by
  have h1 : ∀ a, ∑ x, q a x * (ρ x / promolecule r x) = ∑ x, q a x := by
    intro a
    have h := sum_mul_shellAvg (sh a) (q a) (fun y => ρ y / promolecule r y) (hq.const a)
    rw [← h]
    refine Finset.sum_congr rfl fun x _ => ?_
    rw [(selfConsistent_iff hr.1).1 hr a x, mul_one]
  calc ∑ x, promolecule q x * (ρ x / promolecule r x)
      = ∑ x, ∑ a, q a x * (ρ x / promolecule r x) :=
        Finset.sum_congr rfl fun x _ => Finset.sum_mul _ _ _
    _ = ∑ a, ∑ x, q a x * (ρ x / promolecule r x) := Finset.sum_comm
    _ = ∑ a, ∑ x, q a x := Finset.sum_congr rfl fun a _ => h1 a
    _ = ∑ x, promolecule q x := Finset.sum_comm
```

## Two solutions, one promolecule

Let both families be self-consistent and \(\rho>0\) everywhere. With no atoms, both promolecules are zero; otherwise \(R,Q>0\), and

\[ \frac{\rho\,(R-Q)^2}{RQ}=R\frac{\rho}{Q}+Q\frac{\rho}{R}-R\frac{\rho}{R}-Q\frac{\rho}{Q}. \]

By the previous relation, used four times, the grid sum of the right side is \(\sum R+\sum Q-\sum R-\sum Q=0\). The terms on the left are nonnegative, so each vanishes, and \(\rho>0\) forces \(R=Q\) at every point. In the proof, `h` is the identity and `hz` the vanishing sum.

```lean
/-- For a positive density, any two self-consistent proatom families have the same
promolecular density. -/
theorem promolecule_unique {sh : A → G → S} {ρ : G → ℝ} {r q : A → G → ℝ}
    (hρ : ∀ x, 0 < ρ x) (hr : SelfConsistent sh ρ r) (hq : SelfConsistent sh ρ q) :
    promolecule r = promolecule q := by
  funext x
  rcases isEmpty_or_nonempty A with hA | hA
  · simp [promolecule]
  have hR : ∀ x, 0 < promolecule r x := fun x =>
    Finset.sum_pos (fun a _ => hr.1.pos a x) univ_nonempty
  have hQ : ∀ x, 0 < promolecule q x := fun x =>
    Finset.sum_pos (fun a _ => hq.1.pos a x) univ_nonempty
  -- the four grid sums combine to a weighted sum of squared differences
  have hz : ∑ x, ρ x * (promolecule r x - promolecule q x) ^ 2 /
      (promolecule r x * promolecule q x) = 0 := by
    have h : ∀ x, ρ x * (promolecule r x - promolecule q x) ^ 2 /
        (promolecule r x * promolecule q x) =
        (promolecule r x * (ρ x / promolecule q x) +
          promolecule q x * (ρ x / promolecule r x)) -
        (promolecule r x * (ρ x / promolecule r x) +
          promolecule q x * (ρ x / promolecule q x)) := by
      intro x
      have h1 := (hR x).ne'
      have h2 := (hQ x).ne'
      field_simp
      ring
    rw [Finset.sum_congr rfl fun x _ => h x, Finset.sum_sub_distrib,
      Finset.sum_add_distrib, Finset.sum_add_distrib,
      sum_promolecule_mul_ratio hq hr.1, sum_promolecule_mul_ratio hr hq.1,
      sum_promolecule_mul_ratio hr hr.1, sum_promolecule_mul_ratio hq hq.1]
    ring
  -- a vanishing sum of nonnegative terms vanishes term by term
  have hx := (Finset.sum_eq_zero_iff_of_nonneg (fun x _ =>
    div_nonneg (mul_nonneg (hρ x).le (sq_nonneg _))
      (mul_pos (hR x) (hQ x)).le)).1 hz x (mem_univ x)
  by_contra hne
  have hpos : 0 < (promolecule r x - promolecule q x) ^ 2 :=
    lt_of_le_of_ne (sq_nonneg _) (Ne.symm (pow_ne_zero 2 (sub_ne_zero.2 hne)))
  exact (div_pos (mul_pos (hρ x) hpos) (mul_pos (hR x) (hQ x))).ne' hx
```

## The proatoms remain undetermined

The condition \(\langle\rho/R\rangle_a=1\) involves the proatoms only through \(R\). Any proatom family with the promolecule of a solution is therefore a solution too.

```lean
/-- Every proatom family with the same promolecular density as a self-consistent one is
itself self-consistent. -/
theorem selfConsistent_of_promolecule_eq {sh : A → G → S} {ρ : G → ℝ} {r q : A → G → ℝ}
    (hr : SelfConsistent sh ρ r) (hq : IsProatomFamily sh q)
    (h : promolecule q = promolecule r) : SelfConsistent sh ρ q := by
  rw [selfConsistent_iff hq, h]
  exact (selfConsistent_iff hr.1).1 hr
```

Given two distinct atoms \(a,b\) and a nonempty grid, let \(m=\min_x r_b(x)>0\) and set

\[ q_a=r_a+\tfrac m2,\qquad q_b=r_b-\tfrac m2, \]

with the other proatoms unchanged. All stay positive and shell-constant, and the sum is the same. The function `δ` holds these shifts.

```lean
/-- On a nonempty grid with at least two atoms, a self-consistent proatom family is never
the only one. -/
theorem proatoms_not_unique [Nonempty G] {sh : A → G → S} {ρ : G → ℝ} {r : A → G → ℝ}
    (hr : SelfConsistent sh ρ r) {a b : A} (hab : a ≠ b) :
    ∃ q, SelfConsistent sh ρ q ∧ q ≠ r := by
  classical
  obtain ⟨x₀, _, hmin⟩ := Finset.exists_min_image univ (r b) univ_nonempty
  have h3 := hr.1.pos b x₀
  -- move half of the smallest value of proatom b, as a constant, to proatom a
  obtain ⟨δ, hsum, hδ, hpos⟩ : ∃ δ : A → ℝ, ∑ c, δ c = 0 ∧ δ a ≠ 0 ∧
      ∀ c x, 0 < r c x + δ c := by
    refine ⟨fun c => (if c = a then r b x₀ / 2 else 0) - (if c = b then r b x₀ / 2 else 0),
      by simp, by simp [hab, h3.ne'], fun c x => ?_⟩
    beta_reduce
    have h1 := hr.1.pos c x
    have h2 := hmin x (mem_univ x)
    by_cases hcb : c = b
    · subst hcb
      split_ifs <;> linarith
    · split_ifs <;> linarith
  refine ⟨fun c x => r c x + δ c, selfConsistent_of_promolecule_eq hr
    ⟨hpos, fun c x y h => congrArg (· + δ c) (hr.1.const c x y h)⟩ ?_, fun h => ?_⟩
  · funext x
    change ∑ c, (r c x + δ c) = ∑ c, r c x
    rw [Finset.sum_add_distrib, hsum, add_zero]
  · have h' : r a x₀ + δ a = r a x₀ := congrFun (congrFun h a) x₀
    exact hδ (by linarith)
```

On such a finite grid, two converged stockholder calculations can thus disagree on atomic populations while agreeing on the promolecule. The construction does not carry over to proatoms that must decay in unbounded space, since a nonzero constant does not.

A three-point example satisfies all the hypotheses with different shells for its two atoms. Here \(\rho=(1,3,3)\) and \(R=(2,2,3)\), so \(\rho/R=(\tfrac12,\tfrac32,1)\), which averages to one over \(\{0,1\}\), over \(\{2\}\) and over the whole grid. The promolecule need not equal the density. The example also shows why proatoms are required to be strictly positive: with the first proatom zero and the second equal to \(\tfrac73\) everywhere, each is still the shell average of its own share, but their sum is not \((2,2,3)\).

```lean
/-- Three grid points with density `(1, 3, 3)`: the proatoms `(1, 1, 2)`, with shells
`{0, 1}` and `{2}`, and `(1, 1, 1)`, with a single shell, are self-consistent. -/
theorem selfConsistent_witness :
    SelfConsistent (![![0, 0, 1], ![0, 0, 0]] : Fin 2 → Fin 3 → Fin 2)
      ![1, 3, 3] ![![1, 1, 2], ![1, 1, 1]] := by
  refine (selfConsistent_iff ⟨?_, ?_⟩).2 ?_
  · intro a x
    fin_cases a <;> fin_cases x <;> simp
  · intro a x y
    fin_cases a <;> fin_cases x <;> fin_cases y <;> simp
  · intro a x
    simp only [shellAvg, promolecule, Finset.sum_filter, Finset.card_filter,
      Fin.sum_univ_three, Fin.sum_univ_two]
    fin_cases a <;> fin_cases x <;> simp <;> norm_num

end

end IteratedStockholder
```

```lean
#print axioms IteratedStockholder.promolecule_unique
-- 'IteratedStockholder.promolecule_unique' depends on axioms: [propext, Classical.choice, Quot.sound]
#print axioms IteratedStockholder.selfConsistent_of_promolecule_eq
-- 'IteratedStockholder.selfConsistent_of_promolecule_eq' depends on axioms: [propext, Classical.choice, Quot.sound]
#print axioms IteratedStockholder.proatoms_not_unique
-- 'IteratedStockholder.proatoms_not_unique' depends on axioms: [propext, Classical.choice, Quot.sound]
```
